# The on-shell s-wave t-matrix element of a continuous potential in a sphere is −exp(iδ) sin δ/κ

In a muffin-tin calculation the radial equation can be integrated outward to the sphere radius R, the phase shift δ read off from the logarithmic derivative there, and δ inserted into the single-site t-matrix. No integral over the potential is evaluated, although the t-matrix element is defined by one. For the s-wave, and for a potential that is continuous on the closed interval [0, R], the identity derived here justifies that step. The value −exp(iδ) sin δ/κ holds in Rydberg units, at a positive energy κ² with the potential zero outside the sphere, for the free wave sin(κr)/κ and the normalisation of the solution stated below; other conventions for the t-matrix change the prefactor.

## From the potential integral to the sphere boundary

In Rydberg units the energy is κ², with κ real and nonzero; physically κ > 0. Let V(r) be the potential inside the sphere, and let u(r) be r times the s-wave radial wavefunction. It satisfies

u″ = (V − κ²) u, u(0) = 0.

Outside the sphere the potential is taken to be zero, so u continues as a free wave. Its normalisation and phase shift are fixed by the value and slope at R:

u(R) = exp(iδ) sin(κR + δ)/κ
u′(R) = exp(iδ) cos(κR + δ).

The claim is

∫₀ᴿ (sin(κr)/κ) V(r) u(r) dr = −sin δ exp(iδ)/κ.

Write f(r) = sin(κr)/κ for the regular free wave, so that f′ = cos(κr) and f″ = −κ² f. The Wronskian W = f u′ − f′ u has the derivative

W′ = f u″ − f″ u = f (V − κ²) u + κ² f u = f V u.

The integrand is therefore W′, and the integral is W(R) − W(0). At the origin f and u both vanish, so W(0) = 0. At the boundary

W(R) = (exp(iδ)/κ) [sin(κR) cos(κR + δ) − cos(κR) sin(κR + δ)]
= (exp(iδ)/κ) sin(−δ),

which is the claim.

The same boundary term identifies the integral as minus the s-wave scattering amplitude. Suppose that u joins f − t exp(iκr) in value and slope at R, for some complex t. The terms without t cancel in W(R), and κf(R) = sin(κR) gives

W(R) = t exp(iκR) [cos(κR) − i sin(κR)] = t.

For κ > 0 the integral is thus minus the coefficient of the scattered wave, the outgoing wave that is added to f.

If V is real, a conserved quantity constrains t. With a star for complex conjugation, the flux expression J = u* u′ − u u′* satisfies

J′ = u* (V − κ²) u − u (V − κ²) u* = 0,

and J(0) = 0, so J(R) = 0. Inserting the matched wave gives

J(R) = 2i (Im t + κ|t|²),

and hence Im t = −κ|t|².

## The radial problem in Lean

The development uses Mathlib's complex functions, derivatives and interval integrals.

```lean
import Mathlib

open Set

namespace OnShellTMatrix

noncomputable section
```

The free wave f is `freeWave`. It takes real arguments and has complex values, because it will be multiplied by complex functions.

```lean
/-- The regular free s-wave `sin(κ r)/κ`. -/
def freeWave (κ r : ℝ) : ℂ := Complex.sin ((κ : ℂ) * (r : ℂ)) / (κ : ℂ)
```

The matrix element is the integral itself. The factor r² of the volume element has been shared between the two radial functions. The value of `tElement` is proportional to u, so it depends on the normalisation of u, which the matching conditions at R will fix.

```lean
/-- The matrix element of `V` between the free s-wave and the radial function `u`,
taken over the sphere of radius `R`. -/
def tElement (V : ℝ → ℂ) (κ R : ℝ) (u : ℝ → ℂ) : ℂ :=
  ∫ r in (0 : ℝ)..R, freeWave κ r * V r * u r
```

The potential has type `ℝ → ℂ`. Real potentials are included, and a complex one can represent absorption. The next structure collects the conditions on u, with its slope `du` as a separate function.

```lean
/-- `u`, with slope `du`, solves the s-wave radial equation `u'' = (V - κ²) u` on `[0, R]`
(Rydberg units) and vanishes at the origin. -/
structure IsRegularSolution (V : ℝ → ℂ) (κ R : ℝ) (u du : ℝ → ℂ) : Prop where
  origin : u 0 = 0
  slope : ∀ r ∈ Icc 0 R, HasDerivWithinAt u (du r) (Icc 0 R) r
  radial : ∀ r ∈ Icc 0 R,
    HasDerivWithinAt du ((V r - (κ : ℂ) ^ 2) * u r) (Icc 0 R) r
```

`HasDerivWithinAt` on `Icc 0 R` means a one-sided derivative at each endpoint and an ordinary one in between. Nothing is required of u outside the sphere. The theorems that follow take such a solution as a hypothesis, except the last one, which exhibits a solution for a particular potential.

## The Wronskian and the fundamental theorem of calculus

The first lemma is the calculation of W′ at an interior point.

```lean
variable {V u du : ℝ → ℂ} {κ R : ℝ}

/-- At a point `r` with `0 < r < R`, the Wronskian of the free wave and a regular solution `u` has
the derivative `(sin(κ r)/κ) V u`. -/
theorem hasDerivAt_wronskian (hκ : κ ≠ 0) (h : IsRegularSolution V κ R u du)
    {r : ℝ} (hr : r ∈ Ioo 0 R) :
    HasDerivAt (fun x : ℝ => freeWave κ x * du x - Complex.cos ((κ : ℂ) * (x : ℂ)) * u x)
      (freeWave κ r * V r * u r) r := by
  have hκ' : (κ : ℂ) ≠ 0 := Complex.ofReal_ne_zero.mpr hκ
  have hu := (h.slope r (Ioo_subset_Icc_self hr)).hasDerivAt (Icc_mem_nhds hr.1 hr.2)
  have hdu := (h.radial r (Ioo_subset_Icc_self hr)).hasDerivAt (Icc_mem_nhds hr.1 hr.2)
  have hlin := (hasDerivAt_id (r : ℂ)).const_mul (κ : ℂ)
  have hs : HasDerivAt (fun x : ℝ => Complex.sin ((κ : ℂ) * (x : ℂ)))
      (Complex.cos ((κ : ℂ) * (r : ℂ)) * ((κ : ℂ) * 1)) r := hlin.csin.comp_ofReal
  have hc : HasDerivAt (fun x : ℝ => Complex.cos ((κ : ℂ) * (x : ℂ)))
      (-Complex.sin ((κ : ℂ) * (r : ℂ)) * ((κ : ℂ) * 1)) r := hlin.ccos.comp_ofReal
  have hf : HasDerivAt (fun x : ℝ => freeWave κ x) (Complex.cos ((κ : ℂ) * (r : ℂ))) r :=
    (hs.div_const (κ : ℂ)).congr_deriv (by rw [mul_one, mul_div_cancel_right₀ _ hκ'])
  have hk : freeWave κ r * (κ : ℂ) = Complex.sin ((κ : ℂ) * (r : ℂ)) :=
    div_mul_cancel₀ _ hκ'
  -- the terms in `κ²` cancel and only the potential term survives
  exact ((hf.fun_mul hdu).fun_sub (hc.fun_mul hu)).congr_deriv
    (by linear_combination (-((κ : ℂ) * u r)) * hk)
```

The derivatives of sine and cosine are taken along the complex variable and restricted to the real line by `comp_ofReal`. The product rule then produces W′, and `linear_combination` uses κf = sin(κr) to cancel the terms in κ².

The second lemma integrates this derivative.

```lean
/-- For `V` continuous on `[0, R]` and a regular solution `u`, the matrix element equals the
Wronskian of the free wave and `u` at the sphere boundary. -/
theorem tElement_eq_wronskian (hκ : κ ≠ 0) (hR : 0 < R) (hV : ContinuousOn V (Icc 0 R))
    (h : IsRegularSolution V κ R u du) :
    tElement V κ R u = freeWave κ R * du R - Complex.cos ((κ : ℂ) * (R : ℂ)) * u R := by
  have cu : ContinuousOn u (Icc 0 R) := fun r hr => (h.slope r hr).continuousWithinAt
  have cdu : ContinuousOn du (Icc 0 R) := fun r hr => (h.radial r hr).continuousWithinAt
  have cf : Continuous (fun x : ℝ => freeWave κ x) := by
    unfold freeWave
    fun_prop
  have cc : Continuous (fun x : ℝ => Complex.cos ((κ : ℂ) * (x : ℂ))) := by fun_prop
  have key := intervalIntegral.integral_eq_sub_of_hasDerivAt_of_le hR.le
    ((cf.continuousOn.mul cdu).sub (cc.continuousOn.mul cu))
    (fun r hr => hasDerivAt_wronskian hκ h hr)
    (((cf.continuousOn.mul hV).mul cu).intervalIntegrable_of_Icc hR.le)
  -- the Wronskian vanishes at the origin
  have h0 : freeWave κ 0 = 0 := by simp [freeWave]
  unfold tElement
  rw [key]
  simp [h0, h.origin]
```

The proof turns on `intervalIntegral.integral_eq_sub_of_hasDerivAt_of_le`, a version of the fundamental theorem of calculus. It asks for three things: continuity of the primitive on the closed interval, a two-sided derivative on the open interval, and integrability of that derivative. This division suits a muffin-tin sphere. At R the function u is known only from the inside, so a two-sided derivative there need not exist, and none is requested. At interior points `Icc_mem_nhds` states that the closed interval is a neighbourhood of r, which turns the derivative within the interval into an ordinary one. Continuity at the endpoints follows from the one-sided derivatives, and the continuity of V makes the integrand integrable.

The continuity hypothesis `hV` represents a potential that is finite at the nucleus, such as that of a smeared nuclear charge. The Coulomb singularity −2Z/r of a point nucleus of charge Z is excluded.

## The phase shift and the amplitude

The main theorem substitutes the boundary values into W(R).

```lean
/-- On-shell s-wave t-matrix element: a solution that joins `exp(iδ) sin(κ r + δ)/κ` in value and
slope at `R` has matrix element `-sin δ exp(iδ)/κ`. The potential is assumed continuous on `[0, R]`;
it and the phase shift may be complex. -/
theorem tElement_eq_phaseShift (hκ : κ ≠ 0) (hR : 0 < R) (hV : ContinuousOn V (Icc 0 R))
    (h : IsRegularSolution V κ R u du) (δ : ℂ)
    (hu : u R = Complex.exp (Complex.I * δ) * Complex.sin ((κ : ℂ) * (R : ℂ) + δ) / (κ : ℂ))
    (hdu : du R = Complex.exp (Complex.I * δ) * Complex.cos ((κ : ℂ) * (R : ℂ) + δ)) :
    tElement V κ R u = -Complex.sin δ * Complex.exp (Complex.I * δ) / (κ : ℂ) := by
  have hs : Complex.sin δ =
      Complex.sin ((κ : ℂ) * (R : ℂ) + δ) * Complex.cos ((κ : ℂ) * (R : ℂ))
      - Complex.cos ((κ : ℂ) * (R : ℂ) + δ) * Complex.sin ((κ : ℂ) * (R : ℂ)) := by
    rw [← Complex.sin_sub, add_sub_cancel_left]
  rw [tElement_eq_wronskian hκ hR hV h, hu, hdu, hs, freeWave]
  ring
```

The hypotheses `hu` and `hdu` are the two matching conditions, imposed only at R. The identity `hs` is the sine subtraction formula for (κR + δ) − κR, and `ring` completes the algebra. Here δ may be complex, as happens for an absorbing potential; a real phase shift is a special case.

With the other form of the boundary data, the matrix element is t. The docstring calls t the amplitude; for κ > 0 the s-wave scattering amplitude, the coefficient of the outgoing wave added to f, is −t.

```lean
/-- Let `V` be continuous on `[0, R]`. If a regular solution joins the free wave minus `t exp(iκ r)`
in value and slope at `R`, then its matrix element is the amplitude `t`. -/
theorem tElement_eq_amplitude (hκ : κ ≠ 0) (hR : 0 < R) (hV : ContinuousOn V (Icc 0 R))
    (h : IsRegularSolution V κ R u du) (t : ℂ)
    (hu : u R = freeWave κ R - t * Complex.exp ((κ : ℂ) * (R : ℂ) * Complex.I))
    (hdu : du R = Complex.cos ((κ : ℂ) * (R : ℂ))
      - Complex.I * (κ : ℂ) * t * Complex.exp ((κ : ℂ) * (R : ℂ) * Complex.I)) :
    tElement V κ R u = t := by
  have hk : freeWave κ R * (κ : ℂ) = Complex.sin ((κ : ℂ) * (R : ℂ)) :=
    div_mul_cancel₀ _ (Complex.ofReal_ne_zero.mpr hκ)
  rw [tElement_eq_wronskian hκ hR hV h, hu, hdu, Complex.exp_mul_I]
  linear_combination
    (-(Complex.I * t * (Complex.cos ((κ : ℂ) * (R : ℂ))
      + Complex.sin ((κ : ℂ) * (R : ℂ)) * Complex.I))) * hk
    + t * Complex.sin_sq_add_cos_sq ((κ : ℂ) * (R : ℂ))
    - t * Complex.sin ((κ : ℂ) * (R : ℂ)) ^ 2 * Complex.I_sq
```

The final `linear_combination` has three ingredients: κf(R) = sin(κR), sin² + cos² = 1 and i² = −1. These are the relations used in the evaluation by hand.

## Flux conservation for a real potential

In Lean `star` is complex conjugation, so `hreal` says that V is real on the interval.

```lean
/-- For a real potential the radial flux of a regular solution vanishes at the
sphere boundary. -/
theorem flux_eq_zero (hR : 0 < R) (hreal : ∀ r ∈ Icc 0 R, star (V r) = V r)
    (h : IsRegularSolution V κ R u du) :
    star (u R) * du R - u R * star (du R) = 0 := by
  have cu : ContinuousOn u (Icc 0 R) := fun r hr => (h.slope r hr).continuousWithinAt
  have cdu : ContinuousOn du (Icc 0 R) := fun r hr => (h.radial r hr).continuousWithinAt
  have hd : ∀ r ∈ Ioo 0 R,
      HasDerivAt (fun x => star (u x) * du x - u x * star (du x)) ((fun _ => 0 : ℝ → ℂ) r) r := by
    intro r hr
    have hr' := Ioo_subset_Icc_self hr
    have h1 := (h.slope r hr').hasDerivAt (Icc_mem_nhds hr.1 hr.2)
    have h2 := (h.radial r hr').hasDerivAt (Icc_mem_nhds hr.1 hr.2)
    have hk : star ((κ : ℂ)) = (κ : ℂ) := Complex.conj_ofReal κ
    refine ((h1.star.fun_mul h2).fun_sub (h1.fun_mul h2.star)).congr_deriv ?_
    rw [star_mul', star_sub, star_pow, hk, hreal r hr']
    ring
  have key := intervalIntegral.integral_eq_sub_of_hasDerivAt_of_le hR.le
    ((cu.star.mul cdu).sub (cu.mul cdu.star)) hd
    (continuousOn_const.intervalIntegrable_of_Icc hR.le)
  simpa [h.origin] using key.symm
```

The proof applies the same version of the fundamental theorem to J, with zero as the derivative. The integral of zero equals J(R) − J(0), and `h.origin` removes the term at the origin.

```lean
/-- Optical theorem for the s-wave: for a real potential, continuous on `[0, R]`, and a regular
solution matched in value and slope at `R` to the free wave minus `t exp(iκ r)`, the matrix element
obeys `Im t = -κ |t|²`. -/
theorem optical_theorem (hκ : κ ≠ 0) (hR : 0 < R) (hV : ContinuousOn V (Icc 0 R))
    (hreal : ∀ r ∈ Icc 0 R, star (V r) = V r)
    (h : IsRegularSolution V κ R u du) (t : ℂ)
    (hu : u R = freeWave κ R - t * Complex.exp ((κ : ℂ) * (R : ℂ) * Complex.I))
    (hdu : du R = Complex.cos ((κ : ℂ) * (R : ℂ))
      - Complex.I * (κ : ℂ) * t * Complex.exp ((κ : ℂ) * (R : ℂ) * Complex.I)) :
    (tElement V κ R u).im = -κ * ‖tElement V κ R u‖ ^ 2 := by
  rw [tElement_eq_amplitude hκ hR hV h t hu hdu, Complex.sq_norm, Complex.normSq_apply]
  have hJ := flux_eq_zero hR hreal h
  have hf : freeWave κ R = ((Real.sin (κ * R) / κ : ℝ) : ℂ) := by
    simp [freeWave]
  rw [hu, hdu, hf, Complex.exp_mul_I, ← Complex.ofReal_mul, ← Complex.ofReal_cos,
    ← Complex.ofReal_sin] at hJ
  have hq : κ * (Real.sin (κ * R) / κ) = Real.sin (κ * R) := mul_div_cancel₀ _ hκ
  have hsc := Real.sin_sq_add_cos_sq (κ * R)
  generalize Real.sin (κ * R) / κ = q at hJ hq
  generalize Real.sin (κ * R) = s at hJ hq hsc
  generalize Real.cos (κ * R) = c at hJ hsc
  -- the imaginary part of the flux balance
  have hi := congrArg Complex.im hJ
  simp only [Complex.star_def, Complex.sub_im, Complex.sub_re, Complex.mul_im, Complex.mul_re,
    Complex.add_im, Complex.add_re, Complex.conj_re, Complex.conj_im, Complex.ofReal_re,
    Complex.ofReal_im, Complex.I_re, Complex.I_im, Complex.zero_im] at hi
  linear_combination (1 / 2) * hi - (t.im + κ * (t.re ^ 2 + t.im ^ 2)) * hsc
    + (t.re * c - t.im * s) * hq
```

The proof first replaces the matrix element by t, then takes the imaginary part of J(R) = 0. The `generalize` steps give short names to sin(κR)/κ, sin(κR) and cos(κR), after which the identity is polynomial algebra. The factor `1 / 2` compensates for the 2 in J(R) = 2i (Im t + κ|t|²).

This is the optical theorem for a single partial wave, with no sum over angular momenta and no statement about the forward amplitude or the total cross-section. For a real potential it offers a consistency test when t is computed from the potential integral: a violation of Im t = −κ|t|² beyond the expected rounding and discretisation error points to a mistake in the radial solution, the matching or the quadrature. A t computed as −exp(iδ) sin δ/κ from a real δ satisfies the relation whatever the value of δ, so in that case the test says nothing about whether δ is right.

## A barrier at the scattering energy

When V has the constant value κ², the radial equation reduces to u″ = 0, and the regular solution is linear, u = A r. Matching the logarithmic derivative gives tan(κR + δ) = κR, which is solved by

δ = arctan(κR) − κR
A = exp(iδ) cos(arctan(κR)).

```lean
/-- For a barrier of height `κ²`, the linear function `A r` is a regular solution and meets the
matching conditions with `δ = arctan(κR) - κR` and `A = exp(iδ) cos(arctan(κR))`. -/
theorem barrier_witness (hκ : κ ≠ 0) (δ : ℝ) (hδ : δ = Real.arctan (κ * R) - κ * R) (A : ℂ)
    (hA : A = Complex.exp (Complex.I * δ) * (Real.cos (Real.arctan (κ * R)) : ℂ)) :
    IsRegularSolution (fun _ => (κ : ℂ) ^ 2) κ R (fun r => A * (r : ℂ)) (fun _ => A) ∧
    A * (R : ℂ) =
      Complex.exp (Complex.I * δ) * Complex.sin ((κ : ℂ) * (R : ℂ) + δ) / (κ : ℂ) ∧
    A = Complex.exp (Complex.I * δ) * Complex.cos ((κ : ℂ) * (R : ℂ) + δ) := by
  have hκ' : (κ : ℂ) ≠ 0 := Complex.ofReal_ne_zero.mpr hκ
  have he : (κ : ℂ) * (R : ℂ) + (δ : ℂ) = ((Real.arctan (κ * R) : ℝ) : ℂ) := by
    rw [hδ, Complex.ofReal_sub, Complex.ofReal_mul]
    ring
  have hs : Real.sin (Real.arctan (κ * R)) = κ * R * Real.cos (Real.arctan (κ * R)) := by
    have ht := Real.tan_arctan (κ * R)
    rwa [Real.tan_eq_sin_div_cos, div_eq_iff (Real.cos_arctan_pos _).ne'] at ht
  refine ⟨⟨by simp, fun r _ => ?_, fun r _ => ?_⟩, ?_, ?_⟩
  · have h1 : HasDerivAt (fun x : ℝ => A * (x : ℂ)) (A * 1) r :=
      ((hasDerivAt_id (r : ℂ)).const_mul A).comp_ofReal
    exact (h1.congr_deriv (mul_one A)).hasDerivWithinAt
  · exact (hasDerivAt_const r A).hasDerivWithinAt.congr_deriv (by ring)
  · rw [he, ← Complex.ofReal_sin, hs, hA, Complex.ofReal_mul, Complex.ofReal_mul,
      eq_div_iff hκ']
    ring
  · rw [he, ← Complex.ofReal_cos, hA]

end

end OnShellTMatrix
```

The three parts of the conclusion are the radial equation with its boundary condition, the matching of the value and the matching of the slope. The relation `hs` in the proof is tan(arctan(κR)) = κR with the cosine multiplied out. For R > 0 this example meets every hypothesis of `tElement_eq_phaseShift`.

The integral can also be done directly in this case:

∫₀ᴿ (sin(κr)/κ) κ² A r dr = A [sin(κR)/κ − R cos(κR)].

Inserting A and κR cos(arctan(κR)) = sin(arctan(κR)) turns the right-hand side into exp(iδ) sin(κR − arctan(κR))/κ, which is −sin δ exp(iδ)/κ, in agreement with the general formula.

```lean
#print axioms OnShellTMatrix.tElement_eq_phaseShift
#print axioms OnShellTMatrix.optical_theorem
```

```
'OnShellTMatrix.tElement_eq_phaseShift' depends on axioms: [propext, Classical.choice, Quot.sound]
'OnShellTMatrix.optical_theorem' depends on axioms: [propext, Classical.choice, Quot.sound]
```
